# The sign for exchanging products of pairwise anticommuting Majorana operators

Written in Majorana operators, an electronic Hamiltonian on finitely many modes is a linear combination of products such as g₀g₁ and g₀g₁g₂g₃. Which terms commute matters when they are grouped for simultaneous measurement on a quantum computer. Let g_S be the product of the generators with index in S, in increasing order, and let |S| be the number of indices. If the generators anticommute pairwise, then

g_S g_T = (−1)^(|S||T| + |S ∩ T|) g_T g_S.

The generators are a function `g : Fin n → R` into a ring `R`, so indices run from 0 to n−1. Operators on a Hilbert space are one case; neither an adjoint nor a complex structure is assumed.

```lean
import Mathlib

open scoped Kronecker

namespace MajoranaMonomials

noncomputable section

variable {R : Type*} [Ring R] {n : ℕ}
```

## Different generators anticommute

Physically, this is the fermionic exchange sign between different Majorana operators:

g_i g_j = −g_j g_i for i ≠ j.

```lean
/-- Any two different generators of the family anticommute. -/
def PairwiseAnticommute (g : Fin n → R) : Prop :=
  ∀ i j, i ≠ j → g i * g j = -(g j * g i)
```

The Lean `monomial` is this operator product, not a polynomial. It runs over all indices in order and inserts 1 where the index is not in S.

```lean
/-- The ordered monomial `g_S`: the product of the generators with index in `S`,
taken in increasing order of the index. -/
def monomial (g : Fin n → R) (S : Finset (Fin n)) : R :=
  ((List.finRange n).map (fun i => if i ∈ S then g i else 1)).prod
```

By hand, suppose x f_i = (−1)^(e_i) f_i x for each factor f_i. Passing x through the factors one at a time gives

x f₁⋯f_k = (−1)^(e₁+⋯+e_k) f₁⋯f_k x.

The Lean proof is an induction on the list of factors, using that signs commute with everything. The second lemma specialises this to g_S, where the inserted 1s cost no sign.

```lean
/-- If `x` passes every factor of an ordered product up to a sign, it passes the whole
product up to the product of these signs. -/
theorem mul_list_prod_sign {ι : Type*} (f : ι → R) (e : ι → ℕ) (x : R)
    (h : ∀ i, x * f i = (-1) ^ e i * (f i * x)) (l : List ι) :
    x * (l.map f).prod = (-1) ^ (l.map e).sum * ((l.map f).prod * x) := by
  induction l with
  | nil => simp
  | cons a l ih =>
    simp only [List.map_cons, List.prod_cons, List.sum_cons, pow_add]
    -- signs are central
    have c : Commute ((-1 : R) ^ (l.map e).sum) (f a) :=
      (Commute.neg_one_left (f a)).pow_left _
    calc x * (f a * (l.map f).prod)
        = (-1) ^ e a * (f a * (x * (l.map f).prod)) := by
          rw [← mul_assoc x (f a), h a]
          simp only [mul_assoc]
      _ = (-1) ^ e a * ((f a * (-1) ^ (l.map e).sum) * ((l.map f).prod * x)) := by
          rw [ih]
          simp only [mul_assoc]
      _ = _ := by
          rw [← c.eq]
          simp only [mul_assoc]

/-- If `x` passes each generator in `S` up to a sign, it passes the monomial `g_S` up to
the product of these signs. -/
theorem mul_monomial_sign (g : Fin n → R) (S : Finset (Fin n)) (e : Fin n → ℕ) (x : R)
    (h : ∀ i ∈ S, x * g i = (-1) ^ e i * (g i * x)) :
    x * monomial g S = (-1) ^ (∑ i ∈ S, e i) * (monomial g S * x) := by
  have key := mul_list_prod_sign (fun i => if i ∈ S then g i else 1)
    (fun i => if i ∈ S then e i else 0) x (by
      intro i
      by_cases hi : i ∈ S
      · simpa only [if_pos hi] using h i hi
      · simp [hi]) (List.finRange n)
  rw [← Fin.sum_univ_def, Finset.sum_ite_mem, Finset.univ_inter] at key
  exact key
```

Now take x = g_i. It anticommutes with every generator in S except itself, so

g_i g_S = (−1)^|S∖{i}| g_S g_i.

This is where the proof uses the hypothesis. `S.erase i` is S∖{i}, and is S itself if i is not in S.

```lean
/-- For pairwise anticommuting generators, moving `g_i` through `g_S` costs one minus sign
for each element of `S` other than `i`. -/
theorem generator_mul_monomial {g : Fin n → R} (hg : PairwiseAnticommute g)
    (i : Fin n) (S : Finset (Fin n)) :
    g i * monomial g S = (-1) ^ (S.erase i).card * (monomial g S * g i) := by
  rw [← Finset.filter_ne', Finset.card_filter]
  apply mul_monomial_sign
  intro j _
  by_cases hij : j = i
  · subst hij
    simp
  · rw [if_pos hij, hg i j (Ne.symm hij), pow_one, neg_one_mul]
```

Multiplying by the same sign turns the relation around: g_S g_i = (−1)^|S∖{i}| g_i g_S. Moving g_S through all of g_T therefore collects the exponent

∑_{i∈T} |S∖{i}| = |S||T| − |S ∩ T|,

since |S∖{i}| is |S| − 1 for i in S and |S| otherwise. Lean states the count as an addition, avoiding subtraction of natural numbers.

```lean
/-- Counting the exchanges of different generators between `S` and `T`: there are
`|S||T|` pairs, of which `|S ∩ T|` pair a generator with itself. -/
theorem exchange_count (S T : Finset (Fin n)) :
    ∑ i ∈ T, (S.erase i).card + (S ∩ T).card = S.card * T.card := by
  have h1 : ∀ i, (S.erase i).card + (if i ∈ S then 1 else 0) = S.card := by
    intro i
    by_cases hi : i ∈ S
    · rw [if_pos hi]
      exact Finset.card_erase_add_one hi
    · simp [hi]
  have h2 : (S ∩ T).card = ∑ i ∈ T, if i ∈ S then 1 else 0 := by
    rw [Finset.sum_ite_mem, Finset.inter_comm S T, Finset.card_eq_sum_ones]
  rw [h2, ← Finset.sum_add_distrib, Finset.sum_congr rfl (fun i _ => h1 i),
    Finset.sum_const, smul_eq_mul, mul_comm]
```

Adding 2|S ∩ T| leaves the sign unchanged and gives the stated exponent. In the proof, `sq` removes such doubled exponents.

```lean
/-- Exchange rule for ordered monomials of pairwise anticommuting generators:
`g_S g_T = (-1)^(|S||T| + |S ∩ T|) g_T g_S`. -/
theorem monomial_mul_monomial {g : Fin n → R} (hg : PairwiseAnticommute g)
    (S T : Finset (Fin n)) :
    monomial g S * monomial g T =
      (-1) ^ (S.card * T.card + (S ∩ T).card) * (monomial g T * monomial g S) := by
  have sq : ∀ k : ℕ, (-1 : R) ^ (k + k) = 1 := fun k => Even.neg_one_pow ⟨k, rfl⟩
  -- move `g_S` through the generators of `g_T` one at a time
  have key := mul_monomial_sign g T (fun i => (S.erase i).card) (monomial g S) (by
    intro i _
    rw [generator_mul_monomial hg i S, ← mul_assoc ((-1 : R) ^ _) ((-1 : R) ^ _),
      ← pow_add, sq, one_mul])
  -- the overlap enters twice, so it does not change the sign
  rw [key, ← exchange_count S T, add_assoc, pow_add _ _ ((S ∩ T).card + (S ∩ T).card),
    sq, mul_one]
```

Without anticommutation the rule fails already for single generators: for S = {i} and T = {j} with i ≠ j, it is the hypothesis itself. In the smallest case, S = ∅, the monomial is 1 and the exponent is 0.

## Disjoint sets, one of even size

Products of an even number of Majorana operators preserve fermion parity. If |S| is even and S ∩ T = ∅, the exponent |S||T| is even and the monomials commute. The proof substitutes these two facts into the exchange rule.

```lean
/-- For pairwise anticommuting generators, a monomial of even degree commutes with every
monomial on a disjoint set of indices. -/
theorem even_monomial_commute {g : Fin n → R} (hg : PairwiseAnticommute g)
    {S T : Finset (Fin n)} (hST : Disjoint S T) (hS : Even S.card) :
    Commute (monomial g S) (monomial g T) := by
  have h := monomial_mul_monomial hg S T
  rw [Finset.disjoint_iff_inter_eq_empty.1 hST, Finset.card_empty, add_zero,
    (hS.mul_right T.card).neg_one_pow, one_mul] at h
  exact h
```

If both sizes are odd, disjoint monomials acquire a minus sign. If |S| is even but the sets overlap, the sign is (−1)^|S ∩ T|, so an even overlap is harmless.

## Each generator squares to one

The condition g_i² = 1 fixes the normalisation of the Majorana operators; some texts use 1/2 instead. The exchange rule does not need it. It makes each g_i its own inverse, so every monomial is invertible.

```lean
/-- An ordered monomial of generators that square to one is invertible. -/
theorem monomial_isUnit {g : Fin n → R} (hsq : ∀ i, g i * g i = 1)
    (S : Finset (Fin n)) : IsUnit (monomial g S) := by
  apply List.prod_isUnit
  intro m hm
  obtain ⟨i, _, rfl⟩ := List.mem_map.1 hm
  show IsUnit (if i ∈ S then g i else 1)
  split_ifs
  · exact ⟨⟨g i, g i, hsq i, hsq i⟩, rfl⟩
  · exact isUnit_one
```

This gives a converse. If g_S and g_T commute while the exponent is odd, then g_T g_S = −g_T g_S, hence 2 g_T g_S = 0. Cancelling the invertible product leaves 2 = 0.

With no condition on the squares the converse can fail. Fermionic annihilation operators anticommute pairwise but square to zero: a₀a₁ and a₁ have exponent 3, yet commute because both products vanish.

## Two is not zero

For complex operators on a nonzero space, `(2 : R) ≠ 0` holds. The proof uses it to contradict the last cancellation. In a ring with 2 = 0, −1 equals 1 and all these monomials commute, whatever the exponent.

```lean
/-- For pairwise anticommuting generators that square to one, in a ring where `2 ≠ 0`, two
monomials commute exactly when `|S||T| + |S ∩ T|` is even. -/
theorem monomial_commute_iff {g : Fin n → R} (hg : PairwiseAnticommute g)
    (hsq : ∀ i, g i * g i = 1) (h2 : (2 : R) ≠ 0) (S T : Finset (Fin n)) :
    Commute (monomial g S) (monomial g T) ↔ Even (S.card * T.card + (S ∩ T).card) := by
  have h := monomial_mul_monomial hg S T
  constructor
  · intro hc
    by_contra hodd
    rw [(Nat.not_even_iff_odd.1 hodd).neg_one_pow, neg_one_mul, hc.eq] at h
    -- an invertible element equal to its own negative forces `2 = 0`
    have hz : 2 * (monomial g T * monomial g S) = 0 := by
      rw [two_mul]
      exact eq_neg_iff_add_eq_zero.1 h
    exact h2 (((monomial_isUnit hsq T).mul (monomial_isUnit hsq S)).mul_left_eq_zero.1 hz)
  · intro he
    rw [he.neg_one_pow, one_mul] at h
    exact h
```

## Four Majorana matrices on two qubits

The matrices X⊗1, Y⊗1, Z⊗X and Z⊗Y, numbered 0 to 3, satisfy the conditions on the generators.

```lean
/-- The Pauli matrix `X`. -/
def pauliX : Matrix (Fin 2) (Fin 2) ℂ := !![0, 1; 1, 0]

/-- The Pauli matrix `Y`. -/
def pauliY : Matrix (Fin 2) (Fin 2) ℂ := !![0, -Complex.I; Complex.I, 0]

/-- The Pauli matrix `Z`. -/
def pauliZ : Matrix (Fin 2) (Fin 2) ℂ := !![1, 0; 0, -1]

/-- The four Jordan-Wigner Majorana matrices on two qubits: `X⊗1`, `Y⊗1`, `Z⊗X`, `Z⊗Y`. -/
def majorana : Fin 4 → Matrix (Fin 2 × Fin 2) (Fin 2 × Fin 2) ℂ :=
  ![pauliX ⊗ₖ 1, pauliY ⊗ₖ 1, pauliZ ⊗ₖ pauliX, pauliZ ⊗ₖ pauliY]
```

The proof checks the Pauli relations entry by entry, then uses (A⊗B)(C⊗D) = AC⊗BD for each pair of indices.

```lean
/-- The four two-qubit Majorana matrices anticommute pairwise and square to one. -/
theorem majorana_witness :
    PairwiseAnticommute majorana ∧ ∀ i, majorana i * majorana i = 1 := by
  have hXX : pauliX * pauliX = 1 := by
    ext i j; fin_cases i <;> fin_cases j <;> simp [pauliX, Matrix.mul_apply]
  have hYY : pauliY * pauliY = 1 := by
    ext i j; fin_cases i <;> fin_cases j <;> simp [pauliY, Matrix.mul_apply]
  have hZZ : pauliZ * pauliZ = 1 := by
    ext i j; fin_cases i <;> fin_cases j <;> simp [pauliZ, Matrix.mul_apply]
  have hXY : pauliX * pauliY = -(pauliY * pauliX) := by
    ext i j; fin_cases i <;> fin_cases j <;> simp [pauliX, pauliY, Matrix.mul_apply]
  have hXZ : pauliX * pauliZ = -(pauliZ * pauliX) := by
    ext i j; fin_cases i <;> fin_cases j <;> simp [pauliX, pauliZ, Matrix.mul_apply]
  have hYZ : pauliY * pauliZ = -(pauliZ * pauliY) := by
    ext i j; fin_cases i <;> fin_cases j <;> simp [pauliY, pauliZ, Matrix.mul_apply]
  -- a sign can be pulled out of either tensor factor
  have hl : ∀ A B : Matrix (Fin 2) (Fin 2) ℂ, (-A) ⊗ₖ B = -(A ⊗ₖ B) := by
    intro A B; ext i j; simp [Matrix.kroneckerMap_apply]
  have hr : ∀ A B : Matrix (Fin 2) (Fin 2) ℂ, A ⊗ₖ (-B) = -(A ⊗ₖ B) := by
    intro A B; ext i j; simp [Matrix.kroneckerMap_apply]
  constructor
  · intro i j hij
    fin_cases i <;> fin_cases j <;>
      simp [majorana, ← Matrix.mul_kronecker_mul, hXY, hXZ, hYZ, hZZ, hl, hr] at hij ⊢
  · intro i
    fin_cases i <;> simp [majorana, ← Matrix.mul_kronecker_mul, hXX, hYY, hZZ]

end

end MajoranaMonomials
```

For S = {0,1} and T = {1,2} the exponent is 2·2 + 1 = 5. Directly, g_S = iZ⊗1 and g_T = iX⊗X, so

g_S g_T = −iY⊗X,
g_T g_S = +iY⊗X.

For a larger register or another encoding, one must still show that the chosen operators represent the fermionic modes and satisfy these relations.

```lean
#print axioms MajoranaMonomials.mul_monomial_sign
#print axioms MajoranaMonomials.even_monomial_commute
#print axioms MajoranaMonomials.monomial_commute_iff
```

```
'MajoranaMonomials.mul_monomial_sign' depends on axioms: [propext, Classical.choice, Quot.sound]
'MajoranaMonomials.even_monomial_commute' depends on axioms: [propext, Classical.choice, Quot.sound]
'MajoranaMonomials.monomial_commute_iff' depends on axioms: [propext, Classical.choice, Quot.sound]
```
